# On an even periodic grid, the twice-applied central difference annihilates exactly the span of the constant and the checkerboard

Take four grid points on a ring, with values \(u_0,u_1,u_2,u_3\) and spacing \(h\neq0\). The central difference at site 1 is \((u_2-u_0)/(2h)\), and at site 2 it is \((u_3-u_1)/(2h)\). Even sites are compared only with even sites, and odd with odd. The values \(1,-1,1,-1\) therefore have zero difference everywhere, although they change sign at every step.

## Zero kinetic energy means period two

On a ring of \(N\) points, with site numbers taken modulo \(N\), let
\[
(Du)_j=\frac{u_{j+1}-u_{j-1}}{2h},\qquad T=-\tfrac12D^2 .
\]
\(T\) is a discretised kinetic energy operator for a particle of unit mass with \(\hbar=1\). The claim is that for \(N=2M\), \(M\ge1\), its kernel is the two-dimensional span of the constant \(1\) and the checkerboard \((-1)^j\).

Applying \(D\) twice gives a stencil of doubled spacing:
\[
(Tu)_j=-\frac{u_{j+2}-2u_j+u_{j-2}}{8h^2}.
\]
Shifting the summation index around the ring gives
\[
\sum_j\bar u_j(Dv)_j=\frac1{2h}\sum_j(\bar u_{j-1}-\bar u_{j+1})v_j=-\sum_j\overline{(Du)_j}\,v_j .
\]
With \(v=Du\) this becomes
\[
\sum_j\bar u_j(Tu)_j=\tfrac12\sum_j|(Du)_j|^2 .
\]
If \(Tu=0\), the sum of squares vanishes, so \(Du=0\), which says \(u_{j+2}=u_j\) at every site. Conversely, \(u_{j+2}=u_j\) gives \(Du=0\) and hence \(Tu=0\).

On \(2M\) points such a \(u\) equals \(u_0\) on even sites and \(u_1\) on odd sites, so
\[
u_j=\frac{u_0+u_1}2+\frac{u_0-u_1}2(-1)^j .
\]
Both vectors on the right have period two and so lie in the kernel. They are independent: if \(a+b(-1)^j=0\) for all \(j\), sites 0 and 1 give \(a+b=0\) and \(a-b=0\), hence \(a=b=0\). For \(M=1\) the two neighbours of a site coincide, \(D=0\), and the kernel is the whole space, again of dimension two.

For a free particle on a one-dimensional periodic grid with an even number of points, this discretisation thus gives the fastest oscillation the grid can hold no kinetic energy, a spurious partner of the true zero-energy constant state.

## The ring and its operators in Lean

```lean
import Mathlib

open scoped ComplexConjugate

namespace CheckerboardKernel

noncomputable section
```

A grid function is a map `ZMod N → ℂ`; arithmetic in `ZMod N` supplies the periodicity. The difference is a complex linear map, and the spacing `h` is real.

```lean
/-- The central first difference `(u (j+1) - u (j-1)) / (2h)` on a periodic grid of `N` points,
for spacing `h ≠ 0`. -/
def centralDiff (N : ℕ) (h : ℝ) : (ZMod N → ℂ) →ₗ[ℂ] (ZMod N → ℂ) where
  toFun u j := (u (j + 1) - u (j - 1)) / (2 * (h : ℂ))
  map_add' u v := by
    ext j
    simp only [Pi.add_apply]
    ring
  map_smul' c u := by
    ext j
    simp only [Pi.smul_apply, smul_eq_mul, RingHom.id_apply]
    ring

/-- The kinetic energy operator `-(1/2) D²` in atomic units, with `D` the central first
difference of spacing `h ≠ 0`. -/
def kinetic (N : ℕ) (h : ℝ) : (ZMod N → ℂ) →ₗ[ℂ] (ZMod N → ℂ) :=
  (-(1 / 2) : ℂ) • (centralDiff N h ∘ₗ centralDiff N h)
```

The two candidate kernel vectors are unnormalised; on \(2M\) points, dividing each by \(\sqrt{2M}\) gives unit vectors. The site number `j.val` runs from 0 to \(N-1\).

```lean
/-- The constant grid function. -/
def uniform (N : ℕ) : ZMod N → ℂ := fun _ => 1

/-- The checkerboard `(-1)^j`, with `j` the site number. -/
def checkerboard (N : ℕ) : ZMod N → ℂ := fun j => (-1) ^ j.val
```

For comparison, there is also the stencil that uses nearest neighbours.

```lean
/-- The compact three-point kinetic energy `-(u (j+1) - 2 u j + u (j-1)) / (2h²)`,
for spacing `h ≠ 0`. -/
def compactKinetic (N : ℕ) (h : ℝ) (u : ZMod N → ℂ) : ZMod N → ℂ :=
  fun j => -(u (j + 1) - 2 * u j + u (j - 1)) / (2 * (h : ℂ) ^ 2)
```

Two lemmas unfold the definitions at a site.

```lean
lemma centralDiff_apply (N : ℕ) (h : ℝ) (u : ZMod N → ℂ) (j : ZMod N) :
    centralDiff N h u j = (u (j + 1) - u (j - 1)) / (2 * (h : ℂ)) := rfl

lemma kinetic_apply (N : ℕ) (h : ℝ) (u : ZMod N → ℂ) (j : ZMod N) :
    kinetic N h u j = -(1 / 2) * centralDiff N h (centralDiff N h u) j := by
  simp only [kinetic, LinearMap.smul_apply, LinearMap.comp_apply, Pi.smul_apply, smul_eq_mul]
```

The doubled-spacing stencil is stated with the denominator \(8h^2\) multiplied out.

```lean
/-- For `h ≠ 0`, `8h²` times the kinetic energy operator `-(1/2) D²` acts on `u` at site `j` as `-(u
(j+2) - 2 u j + u (j-2))`. -/
theorem kinetic_stencil (N : ℕ) {h : ℝ} (hh : h ≠ 0) (u : ZMod N → ℂ) (j : ZMod N) :
    8 * (h : ℂ) ^ 2 * kinetic N h u j = -(u (j + 2) - 2 * u j + u (j - 2)) := by
  have hc : (h : ℂ) ≠ 0 := Complex.ofReal_ne_zero.mpr hh
  rw [kinetic_apply, centralDiff_apply, centralDiff_apply, centralDiff_apply,
    show j + 1 + 1 = j + 2 by ring, show j + 1 - 1 = j by ring,
    show j - 1 + 1 = j by ring, show j - 1 - 1 = j - 2 by ring]
  field_simp
  ring
```

## Summation by parts and the energy

In the next proof, `s1` and `s2` are the two index shifts. `NeZero N` makes the ring finite.

```lean
/-- Summation by parts: the central difference on a periodic grid is skew-adjoint. -/
theorem centralDiff_skew {N : ℕ} [NeZero N] (h : ℝ) (u v : ZMod N → ℂ) :
    ∑ j, conj (u j) * centralDiff N h v j = -∑ j, conj (centralDiff N h u j) * v j := by
  -- shift the summation index by one site in each direction
  have s1 : ∑ j, conj (u j) * v (j + 1) = ∑ j, conj (u (j - 1)) * v j :=
    Fintype.sum_equiv (Equiv.addRight 1) _ _ (fun j => by simp)
  have s2 : ∑ j, conj (u j) * v (j - 1) = ∑ j, conj (u (j + 1)) * v j :=
    Fintype.sum_equiv (Equiv.subRight 1) _ _ (fun j => by simp)
  calc ∑ j, conj (u j) * centralDiff N h v j
      = (∑ j, conj (u j) * v (j + 1) - ∑ j, conj (u j) * v (j - 1)) / (2 * (h : ℂ)) := by
        rw [← Finset.sum_sub_distrib, Finset.sum_div]
        refine Finset.sum_congr rfl fun j _ => ?_
        rw [centralDiff_apply]
        ring
    _ = -∑ j, conj (centralDiff N h u j) * v j := by
        rw [s1, s2, ← Finset.sum_sub_distrib, Finset.sum_div, ← Finset.sum_neg_distrib]
        refine Finset.sum_congr rfl fun j _ => ?_
        rw [centralDiff_apply]
        simp only [map_div₀, map_sub, map_mul, Complex.conj_ofReal, map_ofNat]
        ring
```

The energy identity follows by putting \(v=Du\). For \(u\neq0\), dividing its left side by \(\sum_j|u_j|^2\) gives the expectation value of \(T\).

```lean
/-- The inner product of a grid function `u` with its image under the kinetic energy operator is
half the sum of the squared moduli of the central differences of `u`. -/
theorem kinetic_energy {N : ℕ} [NeZero N] (h : ℝ) (u : ZMod N → ℂ) :
    ∑ j, conj (u j) * kinetic N h u j
      = ((1 / 2 * ∑ j, ‖centralDiff N h u j‖ ^ 2 : ℝ) : ℂ) := by
  calc ∑ j, conj (u j) * kinetic N h u j
      = -(1 / 2) * ∑ j, conj (u j) * centralDiff N h (centralDiff N h u) j := by
        rw [Finset.mul_sum]
        refine Finset.sum_congr rfl fun j _ => ?_
        rw [kinetic_apply]
        ring
    _ = 1 / 2 * ∑ j, conj (centralDiff N h u j) * centralDiff N h u j := by
        rw [centralDiff_skew]
        ring
    _ = _ := by simp [Complex.conj_mul']
```

The forward direction below reads the vanishing difference at site `j + 1`, which compares \(u_{j+2}\) with \(u_j\).

```lean
/-- A grid function has zero kinetic energy operator image exactly when it repeats after
two sites. -/
theorem kinetic_eq_zero_iff {N : ℕ} [NeZero N] {h : ℝ} (hh : h ≠ 0) (u : ZMod N → ℂ) :
    kinetic N h u = 0 ↔ ∀ j, u (j + 2) = u j := by
  constructor
  · intro hu j
    have e := kinetic_energy h u
    rw [hu] at e
    simp only [Pi.zero_apply, mul_zero, Finset.sum_const_zero] at e
    have e' := Complex.ofReal_eq_zero.mp e.symm
    have s : ∑ j, ‖centralDiff N h u j‖ ^ 2 = 0 := by linarith
    -- every term of a vanishing sum of squares vanishes
    have z := (Finset.sum_eq_zero_iff_of_nonneg (fun j _ => sq_nonneg _)).mp s (j + 1)
      (Finset.mem_univ _)
    have d := norm_eq_zero.mp ((pow_eq_zero_iff two_ne_zero).mp z)
    have h2 : 2 * (h : ℂ) ≠ 0 := mul_ne_zero two_ne_zero (Complex.ofReal_ne_zero.mpr hh)
    rw [centralDiff_apply, div_eq_zero_iff] at d
    have r := sub_eq_zero.mp (d.resolve_right h2)
    rwa [show j + 1 + 1 = j + 2 by ring, show j + 1 - 1 = j by ring] at r
  · intro hu
    have d : centralDiff N h u = 0 := by
      ext j
      have r := hu (j - 1)
      rw [show j - 1 + 2 = j + 1 by ring] at r
      rw [centralDiff_apply, r]
      simp
    ext j
    rw [kinetic_apply, d]
    simp
```

## The kernel on an even ring

Induction extends period two to any number of double steps.

```lean
lemma period_two {N : ℕ} {u : ZMod N → ℂ} (hu : ∀ j, u (j + 2) = u j) (k : ℕ) (j : ZMod N) :
    u (j + 2 * (k : ZMod N)) = u j := by
  induction k with
  | zero => simp
  | succ k ih =>
    rw [show j + 2 * ((k + 1 : ℕ) : ZMod N) = j + 2 * (k : ZMod N) + 2 by push_cast; ring,
      hu, ih]
```

The checkerboard is defined through representatives, so its sign rule must survive the wrap from site \(2M-1\) to site 0. It does, because \((-1)^{2M}=1\).

```lean
lemma checkerboard_natCast (M k : ℕ) :
    checkerboard (2 * M) (k : ZMod (2 * M)) = (-1) ^ k := by
  unfold checkerboard
  rw [ZMod.val_natCast]
  conv_rhs => rw [← Nat.mod_add_div k (2 * M), pow_add, mul_assoc, pow_mul]
  simp

/-- On an even periodic grid the checkerboard changes sign from each site to the next. -/
theorem checkerboard_succ {M : ℕ} (hM : 1 ≤ M) (j : ZMod (2 * M)) :
    checkerboard (2 * M) (j + 1) = -checkerboard (2 * M) j := by
  have : NeZero (2 * M) := ⟨by omega⟩
  obtain ⟨k, rfl⟩ : ∃ k : ℕ, (k : ZMod (2 * M)) = j := ⟨j.val, ZMod.natCast_zmod_val j⟩
  rw [← Nat.cast_succ, checkerboard_natCast, checkerboard_natCast, pow_succ]
  ring
```

The main theorem states both the equality of subspaces and the complex dimension. Its proof supplies the amplitudes \((u_0\pm u_1)/2\) and checks even and odd sites separately; `li` is the independence argument at sites 0 and 1.

```lean
/-- On a periodic grid of `2M` points the kernel of the twice-applied central difference is
exactly the span of the constant and the checkerboard, and it is two-dimensional. -/
theorem ker_kinetic_even {M : ℕ} (hM : 1 ≤ M) {h : ℝ} (hh : h ≠ 0) :
    LinearMap.ker (kinetic (2 * M) h)
        = Submodule.span ℂ {uniform (2 * M), checkerboard (2 * M)} ∧
      Module.finrank ℂ (LinearMap.ker (kinetic (2 * M) h)) = 2 := by
  have : NeZero (2 * M) := ⟨by omega⟩
  have key : LinearMap.ker (kinetic (2 * M) h)
      = Submodule.span ℂ {uniform (2 * M), checkerboard (2 * M)} := by
    ext u
    rw [LinearMap.mem_ker, kinetic_eq_zero_iff hh, Submodule.mem_span_pair]
    constructor
    · intro hu
      -- the values at sites 0 and 1 fix the two amplitudes
      refine ⟨(u 0 + u 1) / 2, (u 0 - u 1) / 2, ?_⟩
      ext j
      obtain ⟨k, rfl⟩ : ∃ k : ℕ, (k : ZMod (2 * M)) = j := ⟨j.val, ZMod.natCast_zmod_val j⟩
      simp only [Pi.add_apply, Pi.smul_apply, smul_eq_mul, uniform, checkerboard_natCast]
      obtain ⟨m, rfl | rfl⟩ := Nat.even_or_odd' k
      · have p := period_two hu m 0
        rw [show (0 : ZMod (2 * M)) + 2 * (m : ZMod (2 * M)) = ((2 * m : ℕ) : ZMod (2 * M)) by
          simp] at p
        have q : (-1 : ℂ) ^ (2 * m) = 1 := by simp [pow_mul]
        rw [p, q]
        ring
      · have p := period_two hu m 1
        rw [show (1 : ZMod (2 * M)) + 2 * (m : ZMod (2 * M))
          = ((2 * m + 1 : ℕ) : ZMod (2 * M)) by push_cast; ring] at p
        have q : (-1 : ℂ) ^ (2 * m + 1) = -1 := by simp [pow_succ, pow_mul]
        rw [p, q]
        ring
    · rintro ⟨a, b, rfl⟩ j
      have c : checkerboard (2 * M) (j + 2) = checkerboard (2 * M) j := by
        rw [show j + 2 = j + 1 + 1 by ring, checkerboard_succ hM, checkerboard_succ hM, neg_neg]
      simp only [Pi.add_apply, Pi.smul_apply, uniform, c]
  refine ⟨key, ?_⟩
  have c0 : checkerboard (2 * M) 0 = 1 := by simpa using checkerboard_natCast M 0
  have c1 : checkerboard (2 * M) 1 = -1 := by simpa using checkerboard_natCast M 1
  -- sites 0 and 1 also separate the two vectors
  have li : LinearIndependent ℂ ![uniform (2 * M), checkerboard (2 * M)] := by
    rw [LinearIndependent.pair_iff]
    intro s t hst
    have a0 := congrFun hst 0
    have a1 := congrFun hst 1
    simp only [Pi.add_apply, Pi.smul_apply, smul_eq_mul, uniform, c0, Pi.zero_apply] at a0
    simp only [Pi.add_apply, Pi.smul_apply, smul_eq_mul, uniform, c1, Pi.zero_apply] at a1
    exact ⟨by linear_combination (a0 + a1) / 2, by linear_combination (a0 - a1) / 2⟩
  have f := finrank_span_eq_card li
  rw [Matrix.range_cons_cons_empty, Fintype.card_fin] at f
  rw [key]
  exact f
```

## Odd rings and the compact stencil

On \(2K+1\) points, \(K+1\) double steps advance \(2K+2\) sites, which is one site modulo \(2K+1\). The sublattices join, and period two forces \(u\) to be constant. The proof reaches site `k` from site 0 by `(K + 1) * k` double steps.

```lean
/-- On a periodic grid with an odd number of points the kernel consists of the constants
alone. -/
theorem ker_kinetic_odd (K : ℕ) {h : ℝ} (hh : h ≠ 0) :
    LinearMap.ker (kinetic (2 * K + 1) h) = Submodule.span ℂ {uniform (2 * K + 1)} := by
  ext u
  rw [LinearMap.mem_ker, kinetic_eq_zero_iff hh, Submodule.mem_span_singleton]
  constructor
  · intro hu
    refine ⟨u 0, ?_⟩
    ext j
    obtain ⟨k, rfl⟩ : ∃ k : ℕ, (k : ZMod (2 * K + 1)) = j := ⟨j.val, ZMod.natCast_zmod_val j⟩
    -- K + 1 double steps around the ring amount to a single step
    have hc := ZMod.natCast_self (2 * K + 1)
    push_cast at hc
    have p := period_two hu ((K + 1) * k) 0
    rw [show (0 : ZMod (2 * K + 1)) + 2 * (((K + 1) * k : ℕ) : ZMod (2 * K + 1))
      = (k : ZMod (2 * K + 1)) by
        push_cast
        linear_combination (k : ZMod (2 * K + 1)) * hc] at p
    simp only [Pi.smul_apply, smul_eq_mul, uniform, mul_one, p]
  · rintro ⟨a, rfl⟩ j
    simp only [Pi.smul_apply, uniform]
```

On an even ring, the compact stencil acts on the checkerboard \(c_j=(-1)^j\) as
\[
-\frac{c_{j+1}-2c_j+c_{j-1}}{2h^2}=\frac{4c_j}{2h^2}=\frac2{h^2}\,c_j ,
\]
so the checkerboard is an eigenvector with energy \(2/h^2\). The theorem states this multiplied by \(h^2\).

```lean
/-- On an even periodic grid with `h ≠ 0`, the compact kinetic energy stencil multiplies the
checkerboard by `2/h²` (stated with `h²` multiplied out). -/
theorem compactKinetic_checkerboard {M : ℕ} (hM : 1 ≤ M) {h : ℝ} (hh : h ≠ 0)
    (j : ZMod (2 * M)) :
    (h : ℂ) ^ 2 * compactKinetic (2 * M) h (checkerboard (2 * M)) j
      = 2 * checkerboard (2 * M) j := by
  have hc : (h : ℂ) ≠ 0 := Complex.ofReal_ne_zero.mpr hh
  have b := checkerboard_succ hM (j - 1)
  rw [sub_add_cancel] at b
  have b' : checkerboard (2 * M) (j - 1) = -checkerboard (2 * M) j := by rw [b, neg_neg]
  unfold compactKinetic
  rw [checkerboard_succ hM, b']
  field_simp
  ring

end

end CheckerboardKernel
```

```lean
#print axioms CheckerboardKernel.kinetic_stencil
-- 'CheckerboardKernel.kinetic_stencil' depends on axioms: [propext, Classical.choice, Quot.sound]
#print axioms CheckerboardKernel.ker_kinetic_even
-- 'CheckerboardKernel.ker_kinetic_even' depends on axioms: [propext, Classical.choice, Quot.sound]
#print axioms CheckerboardKernel.ker_kinetic_odd
-- 'CheckerboardKernel.ker_kinetic_odd' depends on axioms: [propext, Classical.choice, Quot.sound]
#print axioms CheckerboardKernel.compactKinetic_checkerboard
-- 'CheckerboardKernel.compactKinetic_checkerboard' depends on axioms: [propext, Classical.choice, Quot.sound]
```
